# On a finite mesh with positive weight at q = 0, screened exchange diverges as w → 0⁺, and the rest tends to the bare Coulomb sum

Take a periodic system in which exchange involves only the momentum transfer $q=0$ and one opposite pair of nonzero vectors of length $k$, as for two occupied plane waves of equal spin. Let $c_0>0$ be the weight at $q=0$ and $c_k$ the total weight of the pair, both built from the orbital pair densities, and let $V>0$ be the cell volume. In atomic units, the exchange energy with the short-range interaction $\mathrm{erfc}(wr)/r$ is

$$E(w)=-\frac{\pi c_0}{2Vw^2}-\frac{2\pi c_k}{Vk^2}\left(1-e^{-k^2/(4w^2)}\right).$$

Lowering $w$ lengthens the range of the interaction. As $w\to0^+$ the exponential vanishes and the second term settles at its bare Coulomb value $-2\pi c_k/(Vk^2)$, while the first term runs off to $-\infty$. Adding $\pi c_0/(2Vw^2)$ removes exactly the part that diverges. A larger finite mesh only brings more terms of the second kind.

The parameter $w$ is usually written $\omega$ in the literature on screened hybrids. For $N$ orthonormal occupied spin orbitals in a cell sampled at $\Gamma$ only, $c_0=N$, so a positive $c_0$ is the ordinary situation.

## Kernel and energy

Momentum transfers are vectors in three-dimensional Euclidean space.

```lean
import Mathlib

open Filter
open scoped Topology Real Classical

namespace ScreenedExchange

noncomputable section

/-- Reciprocal space in three dimensions. -/
abbrev Recip := EuclideanSpace ℝ (Fin 3)
```

The bare Coulomb kernel is $v(q)=4\pi/|q|^2$ for $q\neq0$.

```lean
/-- The bare Coulomb kernel `4π/|q|²`, meant for `q ≠ 0`. -/
def bareKernel (q : Recip) : ℝ := 4 * π / ‖q‖ ^ 2
```

Screening multiplies it by a factor that suppresses small $|q|$:

$$v_w(q)=v(q)\left(1-e^{-|q|^2/(4w^2)}\right)\quad(q\ne0),\qquad v_w(0)=\frac{\pi}{w^2}.$$

```lean
/-- The short-range (erfc-screened) Coulomb kernel with screening parameter `w ≠ 0`;
at `q = 0` it has the value `π/w²`. -/
def screenedKernel (w : ℝ) (q : Recip) : ℝ :=
  if q = 0 then π / w ^ 2
  else bareKernel q * (1 - Real.exp (-‖q‖ ^ 2 / (4 * w ^ 2)))
```

On a finite mesh $M$ with real weights $c_q$, the screened exchange energy is

$$E(w)=-\frac1{2V}\sum_{q\in M}c_q\,v_w(q).$$

```lean
/-- The screened exchange energy on a finite mesh with weights `c`, for cell volume `V ≠ 0`
and screening parameter `w ≠ 0`. -/
def screenedExchange (mesh : Finset Recip) (c : Recip → ℝ) (V w : ℝ) : ℝ :=
  -(1 / (2 * V)) * ∑ q ∈ mesh, c q * screenedKernel w q
```

The weights are an input and stay fixed as $w$ changes, as they would for frozen orbitals. In Lean, `c` is a function on all of reciprocal space, of which only the values on the mesh enter the energy.

The quantity to compare with is the bare sum without the origin,

$$B=-\frac1{2V}\sum_{q\in M,\,q\ne0}c_q\,v(q).$$

```lean
/-- The bare Coulomb exchange energy on the mesh with the point `q = 0` left out,
for cell volume `V ≠ 0`. -/
def bareExchange (mesh : Finset Recip) (c : Recip → ℝ) (V : ℝ) : ℝ :=
  -(1 / (2 * V)) * ∑ q ∈ mesh.erase 0, c q * bareKernel q
```

Here `mesh.erase 0` is the mesh with the origin taken out. If the mesh is $\{0\}$ alone, the sum is empty and $B=0$.

## The value π/w² is the limit q → 0

The value at the origin is a definition, and it should agree with the kernel nearby. Put $t=-|q|^2/(4w^2)$, so that $|q|^2=-4w^2t$. Then for $q\neq 0$

$$v_w(q)=\frac{4\pi}{|q|^2}(1-e^t)=\frac{\pi}{w^2}\,\frac{e^t-1}{t}\longrightarrow\frac{\pi}{w^2},$$

because the difference quotient tends to the derivative of $\exp$ at zero, which is 1.

```lean
/-- At fixed screening `w ≠ 0`, the screened kernel tends to its value `π/w²` as `q → 0`. -/
theorem screenedKernel_tendsto_origin {w : ℝ} (hw : w ≠ 0) :
    Tendsto (screenedKernel w) (𝓝[≠] 0) (𝓝 (π / w ^ 2)) := by
  -- the derivative of exp at zero, written as a difference quotient
  have h : Tendsto (fun t : ℝ => t⁻¹ * (Real.exp t - 1)) (𝓝[≠] 0) (𝓝 1) := by
    simpa using hasDerivAt_iff_tendsto_slope_zero.mp (Real.hasDerivAt_exp 0)
  have ht : Tendsto (fun q : Recip => -‖q‖ ^ 2 / (4 * w ^ 2)) (𝓝[≠] 0) (𝓝[≠] 0) := by
    refine tendsto_nhdsWithin_iff.mpr ⟨?_, ?_⟩
    · have hc : Continuous (fun q : Recip => -‖q‖ ^ 2 / (4 * w ^ 2)) := by fun_prop
      exact (hc.tendsto' 0 0 (by simp)).mono_left nhdsWithin_le_nhds
    · filter_upwards [self_mem_nhdsWithin] with q hq
      have hq' : 0 < ‖q‖ := norm_pos_iff.mpr hq
      have hp : 0 < ‖q‖ ^ 2 / (4 * w ^ 2) := by positivity
      show -‖q‖ ^ 2 / (4 * w ^ 2) ≠ 0
      rw [neg_div]
      exact neg_ne_zero.mpr hp.ne'
  have h2 := (h.comp ht).const_mul (π / w ^ 2)
  rw [mul_one] at h2
  refine h2.congr' ?_
  filter_upwards [self_mem_nhdsWithin] with q hq
  have hq0 : q ≠ 0 := hq
  have hn : ‖q‖ ≠ 0 := norm_ne_zero_iff.mpr hq0
  simp only [Function.comp_apply, screenedKernel, if_neg hq0, bareKernel]
  generalize Real.exp (-‖q‖ ^ 2 / (4 * w ^ 2)) = e
  field_simp
  ring
```

The filter `𝓝[≠] 0` describes an approach to zero that never reaches it. In the proof, `h` is the limit of the difference quotient, and `ht` shows that $t$ tends to zero while staying nonzero. Their composition gives the limit, and `field_simp` with `ring` checks the algebraic identity above.

## Removing the screening, point by point

At the origin, $1/w\to\infty$ as $w\to0^+$, hence $1/w^2\to\infty$, and the positive factor $\pi$ changes nothing:

$$v_w(0)=\frac{\pi}{w^2}\to+\infty.$$

```lean
/-- At `q = 0` the screened kernel grows without bound as the screening is removed. -/
theorem screenedKernel_zero_tendsto :
    Tendsto (fun w => screenedKernel w 0) (𝓝[>] 0) atTop := by
  have h0 : Tendsto (fun w : ℝ => (w⁻¹) ^ 2) (𝓝[>] 0) atTop :=
    (tendsto_pow_atTop two_ne_zero).comp tendsto_inv_nhdsGT_zero
  refine (h0.const_mul_atTop Real.pi_pos).congr fun w => ?_
  simp [screenedKernel, div_eq_mul_inv]
```

The filter `𝓝[>] 0` is the approach $w\to0^+$, and `atTop` as a target means growth beyond every bound.

At $q\neq0$ the exponent can be written with the same diverging quantity,

$$\frac{|q|^2}{4w^2}=\frac{|q|^2}{4\pi}\cdot\frac{\pi}{w^2}\to+\infty,$$

so $e^{-|q|^2/(4w^2)}\to0$ and $v_w(q)\to v(q)$.

```lean
/-- At every `q ≠ 0` the screened kernel tends to the bare Coulomb kernel as the screening
is removed. -/
theorem screenedKernel_tendsto_bare {q : Recip} (hq : q ≠ 0) :
    Tendsto (fun w => screenedKernel w q) (𝓝[>] 0) (𝓝 (bareKernel q)) := by
  have hn : 0 < ‖q‖ := norm_pos_iff.mpr hq
  have hpos : 0 < ‖q‖ ^ 2 / (4 * π) := by positivity
  -- the Gaussian factor vanishes because its exponent is a multiple of the q = 0 kernel
  have h1 := Real.tendsto_exp_neg_atTop_nhds_zero.comp
    (screenedKernel_zero_tendsto.const_mul_atTop hpos)
  have h2 := (h1.const_sub 1).const_mul (bareKernel q)
  rw [sub_zero, mul_one] at h2
  refine h2.congr fun w => ?_
  have hz : screenedKernel w 0 = π / w ^ 2 := if_pos rfl
  have he : -(‖q‖ ^ 2 / (4 * π) * (π / w ^ 2)) = -‖q‖ ^ 2 / (4 * w ^ 2) := by
    calc _ = -‖q‖ ^ 2 / (4 * w ^ 2) * (π / π) := by ring
      _ = _ := by rw [div_self Real.pi_ne_zero, mul_one]
  simp only [Function.comp_apply, hz, he]
  rw [screenedKernel, if_neg hq]
```

The Lean proof takes this route literally: `h1` feeds the previous theorem into the decay of $e^{-x}$, `h2` forms $v(q)(1-\cdots)$, and `he` is the displayed identity.

## From the kernel to the energy

Since the mesh contains the origin, its term can be separated:

$$E(w)=-\frac{\pi c_0}{2Vw^2}-\frac1{2V}\sum_{q\in M,\,q\neq0}c_q\,v_w(q).$$

```lean
/-- On a mesh containing `q = 0`, the screened exchange energy is the term `-πc₀/(2Vw²)`
plus the sum over the nonzero mesh points. -/
theorem screenedExchange_split {mesh : Finset Recip} (h0 : 0 ∈ mesh) (c : Recip → ℝ)
    (V w : ℝ) :
    screenedExchange mesh c V w = -(π * c 0 / (2 * V * w ^ 2)) +
      -(1 / (2 * V)) * ∑ q ∈ mesh.erase 0, c q * screenedKernel w q := by
  have hz : screenedKernel w 0 = π / w ^ 2 := if_pos rfl
  rw [screenedExchange, ← Finset.add_sum_erase mesh _ h0, hz]
  ring
```

Adding $\pi c_0/(2Vw^2)$ leaves the sum over nonzero points. Each of its terms converges, and a finite sum of convergent terms converges to the sum of the limits:

$$E(w)+\frac{\pi c_0}{2Vw^2}=-\frac1{2V}\sum_{q\in M,\,q\neq0}c_q\,v_w(q)\longrightarrow B.$$

```lean
/-- On a mesh containing `q = 0`, the screened exchange energy with its `q = 0` term removed
tends to the bare Coulomb sum without `q = 0` as `w → 0⁺`. -/
theorem regularised_tendsto {mesh : Finset Recip} (h0 : 0 ∈ mesh) (c : Recip → ℝ) (V : ℝ) :
    Tendsto (fun w => screenedExchange mesh c V w + π * c 0 / (2 * V * w ^ 2))
      (𝓝[>] 0) (𝓝 (bareExchange mesh c V)) := by
  have h : Tendsto (fun w => ∑ q ∈ mesh.erase 0, c q * screenedKernel w q) (𝓝[>] 0)
      (𝓝 (∑ q ∈ mesh.erase 0, c q * bareKernel q)) :=
    tendsto_finsetSum _ fun q hq =>
      (screenedKernel_tendsto_bare (Finset.ne_of_mem_erase hq)).const_mul (c q)
  refine (h.const_mul (-(1 / (2 * V)))).congr fun w => ?_
  rw [screenedExchange_split h0]
  ring
```

`tendsto_finsetSum` is the rule for finite sums. No sign condition on the weights is needed.

For the energy itself, write

$$E(w)=\left(E(w)+\frac{\pi c_0}{2Vw^2}\right)-\frac{c_0}{2V}\cdot\frac{\pi}{w^2}.$$

The bracket tends to $B$. With $V>0$ and $c_0>0$ the subtracted term tends to $+\infty$, so $E(w)\to-\infty$.

```lean
/-- On a mesh containing `q = 0`, with `V > 0` and `c₀ > 0`, the screened exchange energy tends
to `-∞` as `w → 0⁺`, while its sum with `πc₀/(2Vw²)` tends to the bare Coulomb sum
without `q = 0`. -/
theorem screenedExchange_limit {mesh : Finset Recip} (h0 : 0 ∈ mesh) {c : Recip → ℝ} {V : ℝ}
    (hV : 0 < V) (hc : 0 < c 0) :
    Tendsto (screenedExchange mesh c V) (𝓝[>] 0) atBot ∧
    Tendsto (fun w => screenedExchange mesh c V w + π * c 0 / (2 * V * w ^ 2))
      (𝓝[>] 0) (𝓝 (bareExchange mesh c V)) := by
  refine ⟨?_, regularised_tendsto h0 c V⟩
  have hpos : 0 < c 0 / (2 * V) := by positivity
  have hdiv := tendsto_neg_atTop_atBot.comp (screenedKernel_zero_tendsto.const_mul_atTop hpos)
  -- a convergent part plus a part going to minus infinity
  refine ((regularised_tendsto h0 c V).add_atBot hdiv).congr fun w => ?_
  have hz : screenedKernel w 0 = π / w ^ 2 := if_pos rfl
  simp only [Function.comp_apply, hz]
  ring
```

The theorem states both limits together, for any finite mesh containing the origin. The first is written `Tendsto (screenedExchange mesh c V) (𝓝[>] 0) atBot`, where the energy with its last argument left open is a function of $w$.

The last inference rests on Mathlib's `Tendsto.add_atBot`: if $f$ converges to a real number and $g$ tends to $-\infty$ along the same filter, then $f+g$ tends to $-\infty$. The reason is elementary. If $f\to B$, then eventually $f<B+1$, so $f+g<B+1+g$, and the right-hand side falls below every bound. Lean's `atBot` is a filter on the real numbers and not an extra number $-\infty$, so there is no arithmetic with infinities to appeal to. The lemma needs one summand with a finite limit, which is why the energy is first regrouped around the regularised expression.

The sign of $c_0$ decides the matter completely. Suppose $E(w)\to-\infty$ but $c_0\le0$. Then $\pi c_0/(2Vw^2)\le0$, so

$$E(w)+\frac{\pi c_0}{2Vw^2}\le E(w),$$

and the left-hand side would also tend to $-\infty$. It converges to $B$, a contradiction.

```lean
/-- On a mesh containing `q = 0` and for `V > 0`, the screened exchange energy tends to `-∞`
as `w → 0⁺` exactly when the weight at `q = 0` is positive. -/
theorem diverges_iff {mesh : Finset Recip} (h0 : 0 ∈ mesh) {c : Recip → ℝ} {V : ℝ}
    (hV : 0 < V) :
    Tendsto (screenedExchange mesh c V) (𝓝[>] 0) atBot ↔ 0 < c 0 := by
  refine ⟨fun h => ?_, fun hc => (screenedExchange_limit h0 hV hc).1⟩
  by_contra hc
  have hc' : π * c 0 ≤ 0 := by
    nlinarith [mul_nonneg Real.pi_pos.le (neg_nonneg.mpr (not_lt.mp hc))]
  -- otherwise the convergent regularised energy would lie below a divergent one
  have hle : ∀ w, screenedExchange mesh c V w + π * c 0 / (2 * V * w ^ 2)
      ≤ screenedExchange mesh c V w := fun w => by
    have := div_nonpos_of_nonpos_of_nonneg hc' (by positivity : 0 ≤ 2 * V * w ^ 2)
    linarith
  exact not_tendsto_nhds_of_tendsto_atBot (tendsto_atBot_mono hle h) _
    (regularised_tendsto h0 c V)
```

The inequality is `hle`, `tendsto_atBot_mono` carries the divergence across it, and the final line sets this against the convergence already proved.

## How small w has to be

The difference between the regularised energy and its limit is explicit:

$$E(w)+\frac{\pi c_0}{2Vw^2}-B=\frac1{2V}\sum_{q\in M,\,q\ne0}c_q\,v(q)\,e^{-|q|^2/(4w^2)}.$$

For $\varepsilon>0$, the condition $4w^2\log(1/\varepsilon)\le|q|^2$ says precisely that $e^{-|q|^2/(4w^2)}\le\varepsilon$. If it holds at every nonzero mesh point and the weights are non-negative, each term is at most $\varepsilon c_q v(q)$. Summing gives

$$\left|E(w)+\frac{\pi c_0}{2Vw^2}-B\right|\le\varepsilon\,|B|.$$

```lean
/-- For non-negative weights on a mesh containing `q = 0`, and for `w > 0` and `ε > 0`, if
`4w² log(1/ε) ≤ |q|²` at all nonzero mesh points, then the regularised screened energy equals
the bare sum without `q = 0` up to a relative error `ε`. -/
theorem regularised_error {mesh : Finset Recip} (h0 : 0 ∈ mesh) {c : Recip → ℝ} (V : ℝ)
    {w ε : ℝ} (hc : ∀ q ∈ mesh, 0 ≤ c q) (hw : 0 < w) (hε : 0 < ε)
    (hm : ∀ q ∈ mesh.erase 0, 4 * w ^ 2 * Real.log (1 / ε) ≤ ‖q‖ ^ 2) :
    |screenedExchange mesh c V w + π * c 0 / (2 * V * w ^ 2) - bareExchange mesh c V|
      ≤ ε * |bareExchange mesh c V| := by
  have hd : screenedExchange mesh c V w + π * c 0 / (2 * V * w ^ 2) - bareExchange mesh c V
      = 1 / (2 * V) * ∑ q ∈ mesh.erase 0, c q * (bareKernel q - screenedKernel w q) := by
    rw [screenedExchange_split h0, bareExchange]
    simp only [mul_sub, Finset.sum_sub_distrib]
    ring
  have hb : ∀ q, 0 ≤ bareKernel q := fun q => by unfold bareKernel; positivity
  -- pointwise, the missing long-range part is at most ε times the bare kernel
  have hk : ∀ q ∈ mesh.erase 0, 0 ≤ bareKernel q - screenedKernel w q ∧
      bareKernel q - screenedKernel w q ≤ ε * bareKernel q := fun q hq => by
    have he : Real.exp (-‖q‖ ^ 2 / (4 * w ^ 2)) ≤ ε := by
      have h := hm q hq
      rw [one_div, Real.log_inv] at h
      rw [← Real.le_log_iff_exp_le hε, div_le_iff₀ (by positivity)]
      linarith
    have hs : bareKernel q - screenedKernel w q
        = Real.exp (-‖q‖ ^ 2 / (4 * w ^ 2)) * bareKernel q := by
      rw [screenedKernel, if_neg (Finset.ne_of_mem_erase hq)]
      ring
    rw [hs]
    exact ⟨mul_nonneg (Real.exp_pos _).le (hb q), mul_le_mul_of_nonneg_right he (hb q)⟩
  have hc' : ∀ q ∈ mesh.erase 0, 0 ≤ c q := fun q hq => hc q (Finset.mem_of_mem_erase hq)
  have hB : 0 ≤ ∑ q ∈ mesh.erase 0, c q * bareKernel q :=
    Finset.sum_nonneg fun q hq => mul_nonneg (hc' q hq) (hb q)
  have hS : 0 ≤ ∑ q ∈ mesh.erase 0, c q * (bareKernel q - screenedKernel w q) :=
    Finset.sum_nonneg fun q hq => mul_nonneg (hc' q hq) (hk q hq).1
  have hSB : ∑ q ∈ mesh.erase 0, c q * (bareKernel q - screenedKernel w q)
      ≤ ε * ∑ q ∈ mesh.erase 0, c q * bareKernel q := by
    rw [Finset.mul_sum]
    refine Finset.sum_le_sum fun q hq => ?_
    have := mul_le_mul_of_nonneg_left (hk q hq).2 (hc' q hq)
    linarith
  rw [hd, bareExchange, abs_mul, abs_mul, abs_neg, abs_of_nonneg hS, abs_of_nonneg hB]
  calc _ ≤ |1 / (2 * V)| * (ε * ∑ q ∈ mesh.erase 0, c q * bareKernel q) :=
        mul_le_mul_of_nonneg_left hSB (abs_nonneg _)
    _ = _ := by ring

end

end ScreenedExchange
```

In the proof, `hd` is the explicit difference, `hk` the bound at each point and `hSB` the summed bound. The absolute values are then resolved by the non-negativity of both sums. For $\varepsilon=10^{-6}$ the condition is met when $w$ is at most $0.13$ times the shortest nonzero $|q|$ on the mesh.

This bound does use the signs of the weights. Take $V=1$ and a mesh with the origin and two further points, of lengths 1 and 2, with weights $1$ and $-4$. The bare terms are $4\pi$ and $-4\pi$, so $B=0$. The difference, however, is

$$2\pi\left(e^{-1/(4w^2)}-e^{-1/w^2}\right)>0,$$

and no multiple of $|B|$ bounds it. With arbitrary real weights, cancellation in the bare sum can thus defeat a relative error bound, although the regularised energy still tends to $B$. The example only tests the hypothesis: weights built from orbital pair densities are sums of squared moduli, so they are never negative.

## Consequences for screened hybrids

For frozen orbitals with $c_0>0$ on a fixed finite mesh, and with the kernel at the origin kept at $\pi/w^2$, lowering the screening parameter does not take the screened exchange energy smoothly to a bare one: the $q=0$ term takes over. With that term removed, the energy approaches the Coulomb sum that omits the origin.

The step from this model to an extended crystal is the limit of an ever denser mesh, which the hypotheses leave out. In three dimensions $1/|q|^2$ is integrable near the origin. Suppose that a uniform mesh is refined within a fixed box around the origin, at fixed $V$, and that each weight is $f(q)$ divided by the number of mesh points, with $f$ continuous and $f(0)>0$. At fixed $w$ the energy then tends to an integral over the box, and this integral stays finite as $w\to0^+$. The divergence therefore belongs to the fixed mesh, and the order in which the mesh is refined and the screening removed matters.

```lean
#print axioms ScreenedExchange.screenedKernel_tendsto_origin
#print axioms ScreenedExchange.screenedExchange_limit
#print axioms ScreenedExchange.diverges_iff
#print axioms ScreenedExchange.regularised_error
```

```
'ScreenedExchange.screenedKernel_tendsto_origin' depends on axioms: [propext, Classical.choice, Quot.sound]
'ScreenedExchange.screenedExchange_limit' depends on axioms: [propext, Classical.choice, Quot.sound]
'ScreenedExchange.diverges_iff' depends on axioms: [propext, Classical.choice, Quot.sound]
'ScreenedExchange.regularised_error' depends on axioms: [propext, Classical.choice, Quot.sound]
```
